# Aharonov–Bohm arrival time of a free particle: $[T,H^{n+1}]=-i(n+1)H^n$ for canonical $x,p$ with invertible $p$

A free particle of unit mass on a line, now at position $x$ with momentum $p\neq0$, is at the origin at the time $-x/p$ counted from now; a negative value means that it has already passed. The quantum version needs a meaning for $1/p$. Here $1/p$ is an element $q$ of a complex algebra with $pq=qp=1$; position and momentum are elements of the same algebra, with no Hilbert space behind them. The letter $q$ is therefore the inverse momentum, not a coordinate as in many textbooks.

## The arrival-time commutator

Write $[a,b]=ab-ba$ and set $\hbar=m=1$. The kinetic energy and the symmetrised arrival time are

$$H=\tfrac12p^2,\qquad T=-\tfrac12(xq+qx).$$

If $[x,p]=i$ and $pq=qp=1$, then for every natural number $n$, including zero,

$$[T,H^{n+1}]=-i(n+1)H^n .$$

The first condition is the canonical relation: position generates shifts of momentum. The second excludes zero momentum, since a particle at rest away from the origin never arrives.

Under the same conditions $[T,f(H)]=-if'(H)$ for every complex polynomial $f$. The element $K=2q^2$ is the inverse of $H$, and $[T,K^n]=inK^{n+1}$.

## Polynomial propagators and momentum grids

Some propagation codes replace $e^{-iHt}$ by a polynomial $P(H)$, for instance a truncated Taylor or Chebyshev expansion. For a free particle with zero momentum excluded, the polynomial law gives the effect of that replacement on the arrival time:

$$T\,P(H)=P(H)\,T-iP'(H).$$

For the full exponential, the same rule would give $Te^{-iHt}=e^{-iHt}(T-t)$: the remaining time falls by $t$. A polynomial propagator reproduces this shift to the extent that $P'(H)$ approximates $-itP(H)$ on the packet.

Matrices on a grid cannot satisfy the conditions. For $d\times d$ matrices with $d\ge1$, the trace of $[x,p]$ is zero, whereas the trace of $i$ times the identity is $i$ times $d$, which is not zero. A numerical comparison should therefore apply both sides to a smooth packet that is well resolved and negligible both near zero momentum and near the ends of the position range, and should allow for discretisation error.

## From the canonical relation to every power of the energy

The Leibniz rule $[a,bc]=[a,b]c+b[a,c]$ gives

$$[x,p^2]=[x,p]p+p[x,p]=2ip,\qquad [x,H]=ip.$$

Since $qp^2=(qp)p=p$ and $p^2q=p(pq)=p$, the inverse momentum commutes with the energy: $[q,H]=0$. Hence

$$\begin{aligned}
[xq+qx,H]&=[x,H]q+x[q,H]+q[x,H]+[q,H]x\\
&=ipq+iqp=2i.
\end{aligned}$$

Multiplying by $-\tfrac12$ gives $[T,H]=-i$, which is the case $n=0$. If the law holds for $n$, then

$$\begin{aligned}
[T,H^{n+2}]&=[T,H^{n+1}]H+H^{n+1}[T,H]\\
&=-i(n+1)H^{n+1}-iH^{n+1}=-i(n+2)H^{n+1},
\end{aligned}$$

which is the law for $n+1$.

For a polynomial, a constant term commutes with $T$ and has zero derivative. A term $aH^{n+1}$ contributes $-ia(n+1)H^n$, and adding the terms gives $-if'(H)$.

For the inverse energy, $HK=p^2q^2=p(pq)q=1$, and likewise $KH=q(qp)p=1$. Inserting these products gives

$$[T,K]=KHTK-KTHK=-K[T,H]K=iK^2.$$

The law for $K^n$ is trivial at $n=0$, where both sides vanish. The induction step is

$$[T,K^{n+1}]=[T,K^n]K+K^n[T,K]=inK^{n+2}+iK^{n+2}=i(n+1)K^{n+2}.$$

## The Lean development

```lean
import Mathlib

open Complex (I)

namespace AharonovBohmArrivalTime

noncomputable section

variable {A : Type*} [Ring A] [Algebra ℂ A]

/-- The kinetic energy `H = p²/2` of a free particle of unit mass. -/
def kineticEnergy (p : A) : A := (1 / 2 : ℂ) • p ^ 2

/-- The Aharonov-Bohm arrival time `T = -(xq + qx)/2`, where `q` stands for the
inverse momentum. -/
def arrivalTime (x q : A) : A := -((1 / 2 : ℂ) • (x * q + q * x))

/-- The element `2q²`, built from the inverse momentum `q`. -/
def inverseEnergy (q : A) : A := (2 : ℂ) • q ^ 2

/-- The Leibniz rule for commutators: `[a, bc] = [a, b]c + b[a, c]`. -/
theorem commutator_leibniz {R : Type*} [Ring R] (a b c : R) :
    a * (b * c) - b * c * a = (a * b - b * a) * c + b * (a * c - c * a) := by
  noncomm_ring

/-- If `xp - px = i`, the commutator of position with the kinetic energy is `ip`. -/
theorem position_commutator_energy {x p : A} (hxp : x * p - p * x = I • (1 : A)) :
    x * kineticEnergy p - kineticEnergy p * x = I • p := by
  have h : x * p ^ 2 - p ^ 2 * x = (2 * I) • p := by
    rw [pow_two, commutator_leibniz, hxp, smul_mul_assoc, mul_smul_comm, one_mul, mul_one]
    module
  unfold kineticEnergy
  rw [mul_smul_comm, smul_mul_assoc, ← smul_sub, h]
  module

/-- If `q` is a two-sided inverse of the momentum `p`, it commutes with the kinetic energy. -/
theorem inverse_momentum_commutes {p q : A} (hpq : p * q = 1) (hqp : q * p = 1) :
    q * kineticEnergy p = kineticEnergy p * q := by
  have h1 : q * p ^ 2 = p := by rw [pow_two, ← mul_assoc, hqp, one_mul]
  have h2 : p ^ 2 * q = p := by rw [pow_two, mul_assoc, hpq, mul_one]
  unfold kineticEnergy
  rw [mul_smul_comm, smul_mul_assoc, h1, h2]

/-- If `xp - px = i` and `q` is a two-sided inverse of `p`, then arrival time and
kinetic energy satisfy `TH - HT = -i`. -/
theorem arrivalTime_commutator_energy {x p q : A} (hxp : x * p - p * x = I • (1 : A))
    (hpq : p * q = 1) (hqp : q * p = 1) :
    arrivalTime x q * kineticEnergy p - kineticEnergy p * arrivalTime x q
      = (-I) • (1 : A) := by
  have hx := position_commutator_energy hxp
  have hq := sub_eq_zero.2 (inverse_momentum_commutes hpq hqp)
  -- Only the commutator of `x` with `H` contributes, once on each side of `q`.
  have key : (x * q + q * x) * kineticEnergy p - kineticEnergy p * (x * q + q * x)
      = (2 * I) • (1 : A) := by
    calc (x * q + q * x) * kineticEnergy p - kineticEnergy p * (x * q + q * x)
        = (x * kineticEnergy p - kineticEnergy p * x) * q
          + q * (x * kineticEnergy p - kineticEnergy p * x)
          + x * (q * kineticEnergy p - kineticEnergy p * q)
          + (q * kineticEnergy p - kineticEnergy p * q) * x := by noncomm_ring
      _ = (2 * I) • (1 : A) := by
        rw [hx, hq, smul_mul_assoc, mul_smul_comm, hpq, hqp, mul_zero, zero_mul]
        module
  unfold arrivalTime
  rw [neg_mul, mul_neg, smul_mul_assoc, mul_smul_comm]
  linear_combination (norm := module) (-(1 / 2 : ℂ)) • key

/-- If `xp - px = i` and `q` is a two-sided inverse of `p`, then
`T Hⁿ⁺¹ - Hⁿ⁺¹ T = -i(n+1)Hⁿ` for every natural number `n`. -/
theorem arrivalTime_commutator_energy_pow {x p q : A}
    (hxp : x * p - p * x = I • (1 : A)) (hpq : p * q = 1) (hqp : q * p = 1) (n : ℕ) :
    arrivalTime x q * kineticEnergy p ^ (n + 1)
        - kineticEnergy p ^ (n + 1) * arrivalTime x q
      = (-(I * ((n : ℂ) + 1))) • kineticEnergy p ^ n := by
  have h := arrivalTime_commutator_energy hxp hpq hqp
  induction n with
  | zero => simpa using h
  | succ n ih =>
    -- Split off one factor of `H`; it adds one more term `-i Hⁿ⁺¹`.
    rw [pow_succ (kineticEnergy p) (n + 1), commutator_leibniz, ih, h,
      smul_mul_assoc, ← pow_succ, mul_smul_comm, mul_one]
    push_cast
    module

/-- If `xp - px = i` and `q` is a two-sided inverse of `p`, then
`T f(H) - f(H) T = -i f'(H)` for every complex polynomial `f`. -/
theorem arrivalTime_commutator_polynomial {x p q : A}
    (hxp : x * p - p * x = I • (1 : A)) (hpq : p * q = 1) (hqp : q * p = 1)
    (f : Polynomial ℂ) :
    arrivalTime x q * Polynomial.aeval (kineticEnergy p) f
        - Polynomial.aeval (kineticEnergy p) f * arrivalTime x q
      = (-I) • Polynomial.aeval (kineticEnergy p) (Polynomial.derivative f) := by
  induction f using Polynomial.induction_on' with
  | add f g hf hg =>
    simp only [map_add, mul_add, add_mul]
    linear_combination (norm := module) hf + hg
  | monomial n a =>
    cases n with
    | zero =>
      rw [Polynomial.monomial_zero_left, Polynomial.derivative_C, Polynomial.aeval_C,
        map_zero, smul_zero, Algebra.commutes, sub_self]
    | succ n =>
      simp only [Polynomial.derivative_monomial, Polynomial.aeval_monomial,
        ← Algebra.smul_def, mul_smul_comm, smul_mul_assoc, Nat.add_sub_cancel]
      rw [← smul_sub, arrivalTime_commutator_energy_pow hxp hpq hqp]
      push_cast
      module

/-- If `q` is a two-sided inverse of `p`, then `2q²` is a two-sided inverse of the
kinetic energy. -/
theorem inverseEnergy_spec {p q : A} (hpq : p * q = 1) (hqp : q * p = 1) :
    kineticEnergy p * inverseEnergy q = 1 ∧ inverseEnergy q * kineticEnergy p = 1 := by
  have h1 : p ^ 2 * q ^ 2 = 1 := by
    calc p ^ 2 * q ^ 2 = p * (p * q) * q := by noncomm_ring
      _ = 1 := by rw [hpq, mul_one, hpq]
  have h2 : q ^ 2 * p ^ 2 = 1 := by
    calc q ^ 2 * p ^ 2 = q * (q * p) * p := by noncomm_ring
      _ = 1 := by rw [hqp, mul_one, hqp]
  unfold kineticEnergy inverseEnergy
  constructor
  · rw [smul_mul_assoc, mul_smul_comm, h1]
    module
  · rw [smul_mul_assoc, mul_smul_comm, h2]
    module

/-- If `xp - px = i` and `q` is a two-sided inverse of `p`, then `K = 2q²` satisfies
`T Kⁿ - Kⁿ T = i n Kⁿ⁺¹` for every natural number `n`. -/
theorem arrivalTime_commutator_inverseEnergy_pow {x p q : A}
    (hxp : x * p - p * x = I • (1 : A)) (hpq : p * q = 1) (hqp : q * p = 1) (n : ℕ) :
    arrivalTime x q * inverseEnergy q ^ n - inverseEnergy q ^ n * arrivalTime x q
      = (I * (n : ℂ)) • inverseEnergy q ^ (n + 1) := by
  -- Multiplying `[T, H] = -i` by `K`, the inverse of `H`, on the left and on the right
  -- gives `[T, K] = i K²`, because `K (T H - H T) K = -(T K - K T)`.
  have gen : ∀ T H K : A, T * H - H * T = (-I) • (1 : A) → H * K = 1 → K * H = 1 →
      T * K - K * T = I • K ^ 2 := by
    intro T H K h hHK hKH
    calc T * K - K * T = (K * H) * T * K - K * T * (H * K) := by
          rw [hKH, hHK, one_mul, mul_one]
      _ = -(K * (T * H - H * T) * K) := by noncomm_ring
      _ = I • K ^ 2 := by
          rw [h, mul_smul_comm, mul_one, smul_mul_assoc, ← pow_two]
          module
  have hK := gen _ _ _ (arrivalTime_commutator_energy hxp hpq hqp)
    (inverseEnergy_spec hpq hqp).1 (inverseEnergy_spec hpq hqp).2
  induction n with
  | zero => simp
  | succ n ih =>
    have e : inverseEnergy q ^ n * inverseEnergy q ^ 2 = inverseEnergy q ^ (n + 1 + 1) :=
      (pow_add (inverseEnergy q) n 2).symm
    rw [pow_succ (inverseEnergy q) n, commutator_leibniz, ih, hK,
      smul_mul_assoc, mul_smul_comm, e, ← pow_succ]
    push_cast
    module

/-- Multiplication by `k` on formal two-sided series `∑ f(n) kⁿ`. -/
def seriesMomentum : Module.End ℂ (ℤ → ℂ) where
  toFun f := fun n => f (n - 1)
  map_add' _ _ := rfl
  map_smul' _ _ := rfl

/-- Multiplication by `k⁻¹` on formal two-sided series `∑ f(n) kⁿ`. -/
def seriesInverseMomentum : Module.End ℂ (ℤ → ℂ) where
  toFun f := fun n => f (n + 1)
  map_add' _ _ := rfl
  map_smul' _ _ := rfl

/-- The operator `i d/dk` on formal two-sided series `∑ f(n) kⁿ`. -/
def seriesPosition : Module.End ℂ (ℤ → ℂ) where
  toFun f := fun n => I * ((n : ℂ) + 1) * f (n + 1)
  map_add' f g := by
    funext n
    simp only [Pi.add_apply]
    ring
  map_smul' c f := by
    funext n
    simp only [Pi.smul_apply, smul_eq_mul, RingHom.id_apply]
    ring

/-- On formal two-sided series in `k`, the operators `x = i d/dk`, `p = k` and `q = k⁻¹`
satisfy `xp - px = i` and `pq = qp = 1`. -/
theorem arrivalTime_witness :
    seriesPosition * seriesMomentum - seriesMomentum * seriesPosition
        = I • (1 : Module.End ℂ (ℤ → ℂ)) ∧
      seriesMomentum * seriesInverseMomentum = 1 ∧
      seriesInverseMomentum * seriesMomentum = 1 := by
  refine ⟨?_, ?_, ?_⟩
  · apply LinearMap.ext
    intro f
    funext n
    show I * ((n : ℂ) + 1) * f (n + 1 - 1)
      - I * (((n - 1 : ℤ) : ℂ) + 1) * f (n - 1 + 1) = I * f n
    rw [add_sub_cancel_right, sub_add_cancel]
    push_cast
    ring
  · apply LinearMap.ext
    intro f
    funext n
    show f (n - 1 + 1) = f n
    rw [sub_add_cancel]
  · apply LinearMap.ext
    intro f
    funext n
    show f (n + 1 - 1) = f n
    rw [add_sub_cancel_right]

end

end AharonovBohmArrivalTime
```

```lean
#print axioms AharonovBohmArrivalTime.arrivalTime_commutator_polynomial
-- 'AharonovBohmArrivalTime.arrivalTime_commutator_polynomial' depends on axioms: [propext, Classical.choice, Quot.sound]
#print axioms AharonovBohmArrivalTime.arrivalTime_commutator_inverseEnergy_pow
-- 'AharonovBohmArrivalTime.arrivalTime_commutator_inverseEnergy_pow' depends on axioms: [propext, Classical.choice, Quot.sound]
```

## Algebraic identities and Hilbert-space operators

**The statement in words.** The type `A` is any ring that is also an algebra over the complex numbers; its multiplication need not commute. In `I • (1 : A)`, the symbol `I` is the imaginary unit and `1` is the identity of the algebra. The hypothesis `hxp` is the canonical relation, while `hpq` and `hqp` say that $q$ inverts $p$ on both sides. The definitions `kineticEnergy p`, `arrivalTime x q` and `inverseEnergy q` are $H$, $T$ and $K$.

The main theorem is `arrivalTime_commutator_energy_pow`. Its exponent `n + 1` runs over exactly the positive powers, so no subtraction of natural numbers is needed. No commutator involving $T$ is assumed. In `arrivalTime_commutator_polynomial`, `Polynomial.aeval` substitutes $H$ into the polynomial.

**The steps in Lean.** `commutator_leibniz` is the product rule; `noncomm_ring` proves it by expanding products without changing their order. `position_commutator_energy` and `inverse_momentum_commutes` supply $[x,H]=ip$ and $[q,H]=0$. In `arrivalTime_commutator_energy`, the intermediate result `key` is the four-term expansion above, and `module` collects the scalar factors. The induction for powers splits off one factor of $H$, applies the Leibniz rule, and substitutes the induction hypothesis and $[T,H]=-i$.

The polynomial proof uses `Polynomial.induction_on'` to reduce the claim to sums and monomials. `inverseEnergy_spec` proves both products of $H$ and $K$. The auxiliary result `gen` turns $[T,H]=-i$ into $[T,K]=iK^2$, after which a second induction gives the powers of $K$.

**A concrete realisation.** `arrivalTime_witness` verifies the three conditions for operators on formal series $\sum_n f(n)k^n$, with $n$ running over all integers and $f(n)$ now denoting a coefficient. Here `seriesMomentum` multiplies by $k$, `seriesInverseMomentum` multiplies by $k^{-1}$, and `seriesPosition` is $i\,d/dk$. Its coefficient formula is $i(n+1)f(n+1)$, because differentiation lowers each power by one. The proof compares the coefficients at each $n$. These series need not converge and carry no inner product, so they are not wavefunctions.

**The step to a physical particle.** To apply the identities to wavefunctions, one must choose a space that $x$, $p$ and $q$ all map into itself. Smooth momentum-space packets with compact support away from $k=0$ form such a space, with $x=i\,d/dk$, $p=k$ and $q=k^{-1}$. Extending the identities to larger domains in the Hilbert space takes analysis that the algebraic hypotheses do not supply. The theorems say nothing about whether $T$ is self-adjoint or has a measurable distribution of arrival times.

The relation $[T,H]=-i$ is the algebraic input to a time–energy uncertainty relation for a free particle, but the inequality itself also needs states, variances and suitable domains. The energy here is purely kinetic: adding a potential changes $H$, and the commutator with $T$ must then be computed afresh. The polynomial theorem likewise stops short of the exponential, which requires a notion of convergence. The comments on propagators, grids and packets are ordinary mathematical reasoning, separate from the checked theorems.
